# Six trimerization angles with alternating polarization: ground states of a Landau energy for hexagonal manganites at fixed amplitude

**Q:** You hold the trimerization amplitude fixed and minimize only over the polarization and the trimerization angle. In a crystal the amplitude relaxes too. Why should I accept a ground state that is not allowed to do that?

**A:** Because of which terms are in the energy. Trimerization is the lattice distortion that triples the unit cell of a hexagonal manganite. I describe it by an amplitude \(r\) and an angle \(\varphi\), and the polarization along the hexagonal axis by a real number \(P\). The energy is

\[
E(P,\varphi)=\frac{a}{2}P^2-g\,P\,r^3\cos 3\varphi ,
\]

with a polar stiffness \(a>0\) and a coupling constant \(g>0\). Positive \(a\) means that the polar distortion would not appear by itself, and \(g\) measures how strongly the trimerization drives it. The terms that set the size of \(r\) are absent. If \(r\) were free, this energy would have no minimum, since it could be lowered without limit by increasing \(r\). With \(r>0\) given, the question is which angles and polarizations the coupling selects.

If the missing terms depend on \(r\) alone, they are constants at fixed \(r\) and don't affect the answer.

**Q:** And if they depend on the angle as well?

**A:** Then the answer can change. A direct term proportional to \(r^6\cos 6\varphi\) could strengthen, weaken or reverse the angular preference found here. The model leaves it out. It leaves out a term proportional to \(r^2P^2\) too, which at fixed \(r\) would only change the value of \(a\). It also has no gradient terms, so it describes uniform states and says nothing about walls between them.

**Q:** Fine. Show me the minimization before any code.

**A:** Write \(m=g r^3/a\), so that \(g r^3=am\), and complete the square in \(P\):

\[
E=\frac a2\left(P-m\cos3\varphi\right)^2-\frac{a m^2}{2}\cos^2 3\varphi .
\]

Now replace \(\cos^2 3\varphi\) by \(1-\sin^2 3\varphi\) and use \(am^2/2=g^2r^6/(2a)\):

\[
E+\frac{g^2r^6}{2a}=\frac a2\left[\left(P-m\cos3\varphi\right)^2+\left(m\sin3\varphi\right)^2\right].
\]

The right side is never negative, so \(E\ge -g^2r^6/(2a)\). The state \(\varphi=0\), \(P=m\) makes both squares zero and reaches this bound. Any ground state must therefore reach it too, which forces both squares to vanish. Since \(m\neq0\), the second gives \(\sin3\varphi=0\), so \(3\varphi=k\pi\) for an integer \(k\). The first then gives \(P=m\cos k\pi=(-1)^k m\). Conversely, every such pair makes both squares zero and is a ground state.

**Q:** Where is the familiar picture of a polarization that follows the trimerization?

**A:** It is the first square. At fixed \(\varphi\) the best polarization is \(P=m\cos3\varphi\), the slaved value. Inserting it, and using \(\cos^2 3\varphi=(1+\cos6\varphi)/2\), leaves

\[
E=-\frac{g^2r^6}{2a}\cos^2 3\varphi=-\frac{g^2r^6}{4a}\left(1+\cos 6\varphi\right),
\]

an anisotropy with six minima per turn.

**Q:** Now the definitions. I want to see that "ground state" means what I mean by it.

**A:** The energy comes first.

In Lean 4 with Mathlib:

```lean
import Mathlib

open Real

namespace HexagonalManganite

/-- Landau energy of the polarization `P` coupled to a trimerization of amplitude `r` and
angle `φ`, with polar stiffness `a` and coupling constant `g`. -/
noncomputable def energy (a g r P φ : ℝ) : ℝ :=
  a * P ^ 2 / 2 - g * P * r ^ 3 * Real.cos (3 * φ)
```

All five arguments of `energy` are real numbers, in the order stiffness, coupling, amplitude, polarization, angle. The angle is an ordinary real number in radians, not yet a point on a circle. No units are attached.

```lean
/-- For nonzero stiffness `a`, the polarization at which the energy is stationary at fixed amplitude
`r` and angle `φ`. For positive `a` it is the polarization induced by the trimerization. -/
noncomputable def slavedPolarization (a g r φ : ℝ) : ℝ :=
  g * r ^ 3 / a * Real.cos (3 * φ)
```

This is \(m\cos3\varphi\).

```lean
/-- A ground state at fixed trimerization amplitude: no other polarization and angle
have a lower energy. -/
def IsGroundState (a g r P φ : ℝ) : Prop :=
  ∀ Q ψ : ℝ, energy a g r P φ ≤ energy a g r Q ψ
```

`IsGroundState a g r P φ` says that the energy at \((P,\varphi)\) is at most the energy at every real pair \((Q,\psi)\). The same `a`, `g` and `r` stand on both sides, which is how the fixed amplitude enters. The minimum is global, over both variables at once. It is a classical minimum of the energy, with no temperature and no fluctuations.

**Q:** So a local minimum or a saddle would not qualify.

**A:** A local minimum would qualify only if no other state had a lower energy. A saddle never would, since it has states of lower energy next to it. Next comes the identity with the two squares.

```lean
/-- For nonzero stiffness, the energy measured from `-g²r⁶/(2a)` is `a/2` times a sum of two
squares: the deviation of `P` from its slaved value, and a term in `sin 3φ`. -/
theorem energy_gap {a : ℝ} (ha : a ≠ 0) (g r P φ : ℝ) :
    energy a g r P φ + g ^ 2 * r ^ 6 / (2 * a) =
      a / 2 * ((P - slavedPolarization a g r φ) ^ 2
        + (g * r ^ 3 / a * Real.sin (3 * φ)) ^ 2) := by
  unfold energy slavedPolarization
  rw [mul_pow _ (Real.sin (3 * φ)), Real.sin_sq]
  field_simp
  ring
```

It needs only \(a\neq0\), because it is algebra and no inequality is involved. The proof unfolds the definitions, uses `Real.sin_sq` to turn \(\sin^2 3\varphi\) into \(1-\cos^2 3\varphi\), clears the denominators with `field_simp` and compares the two polynomials with `ring`. That is the square completion above, read from right to left.

**Q:** And the claim that the polarization is slaved?

**A:** That is a strict inequality at fixed angle.

```lean
/-- For positive stiffness and a fixed trimerization angle, every polarization other than the
slaved one has a strictly higher energy. -/
theorem slaved_energy_lt {a : ℝ} (ha : 0 < a) (g r φ : ℝ) {P : ℝ}
    (hP : P ≠ slavedPolarization a g r φ) :
    energy a g r (slavedPolarization a g r φ) φ < energy a g r P φ := by
  have e1 := energy_gap ha.ne' g r (slavedPolarization a g r φ) φ
  have e2 := energy_gap ha.ne' g r P φ
  rw [sub_self] at e1
  have hne := sub_ne_zero.mpr hP
  have hsq : 0 < (P - slavedPolarization a g r φ) ^ 2 := by positivity
  have hpos := mul_pos (half_pos ha) hsq
  rw [mul_add] at e1 e2
  linarith
```

Here \(a>0\) is assumed, while `g`, `r` and `φ` are arbitrary. The proof writes the identity twice at the same angle, once for the slaved polarization (`e1`) and once for the other one (`e2`). The sine terms are equal, so the energies differ by \(\tfrac a2(P-m\cos3\varphi)^2\). This is positive because \(P\) differs from the slaved value, and `linarith` draws the conclusion.

```lean
/-- For nonzero stiffness, inserting the slaved polarization leaves the energy
`-(g²r⁶/(4a)) (1 + cos 6φ)`. -/
theorem sixfold_anisotropy {a : ℝ} (ha : a ≠ 0) (g r φ : ℝ) :
    energy a g r (slavedPolarization a g r φ) φ =
      -(g ^ 2 * r ^ 6 / (4 * a)) * (1 + Real.cos (6 * φ)) := by
  have h6 : Real.cos (6 * φ) = 2 * Real.cos (3 * φ) ^ 2 - 1 := by
    rw [← Real.cos_two_mul]
    congr 1
    ring
  rw [h6]
  unfold energy slavedPolarization
  field_simp
  ring
```

This is the sixfold energy. The step `h6` is the double-angle formula \(\cos6\varphi=2\cos^2 3\varphi-1\), and what remains is algebra.

For electronic-structure work this offers a consistency test: if energies computed for uniform states at a clamped trimerization amplitude are well described by these two terms alone, then relaxing the polar mode at each angle should give a polarization proportional to \(\cos3\varphi\) and an energy that varies as \(\cos6\varphi\).

**Q:** So far these are statements at a given angle. Where is the full list of ground states?

**A:** Here.

```lean
/-- For positive stiffness, coupling and trimerization amplitude, the ground states are exactly
the pairs `φ = kπ/3`, `P = (-1)^k g r³/a` with `k` an integer. -/
theorem isGroundState_iff {a g r : ℝ} (ha : 0 < a) (hg : 0 < g) (hr : 0 < r) (P φ : ℝ) :
    IsGroundState a g r P φ ↔
      ∃ k : ℤ, φ = k * π / 3 ∧ P = (-1 : ℝ) ^ k * (g * r ^ 3 / a) := by
  constructor
  · intro h
    -- compare with the state at angle zero, which reaches the lower bound
    have h0 := h (g * r ^ 3 / a) 0
    have e0 : energy a g r (g * r ^ 3 / a) 0 + g ^ 2 * r ^ 6 / (2 * a) = 0 := by
      rw [energy_gap ha.ne', slavedPolarization, mul_zero, Real.cos_zero, Real.sin_zero]
      ring
    have e1 := energy_gap ha.ne' g r P φ
    have hsum : (P - slavedPolarization a g r φ) ^ 2
        + (g * r ^ 3 / a * Real.sin (3 * φ)) ^ 2 ≤ 0 := by
      by_contra hc
      have := mul_pos (half_pos ha) (not_le.mp hc)
      linarith
    -- both squares vanish
    have hX : P - slavedPolarization a g r φ = 0 := by
      apply pow_eq_zero_iff two_ne_zero |>.mp
      exact le_antisymm
        (by linarith [sq_nonneg (g * r ^ 3 / a * Real.sin (3 * φ))]) (sq_nonneg _)
    have hY : g * r ^ 3 / a * Real.sin (3 * φ) = 0 := by
      apply pow_eq_zero_iff two_ne_zero |>.mp
      exact le_antisymm
        (by linarith [sq_nonneg (P - slavedPolarization a g r φ)]) (sq_nonneg _)
    have hm : g * r ^ 3 / a ≠ 0 := by positivity
    have hs : Real.sin (3 * φ) = 0 := (mul_eq_zero.mp hY).resolve_left hm
    obtain ⟨k, hk⟩ := Real.sin_eq_zero_iff.mp hs
    refine ⟨k, by linarith, ?_⟩
    rw [slavedPolarization, ← hk, Real.cos_int_mul_pi] at hX
    linear_combination hX
  · rintro ⟨k, hφ, hP⟩ Q ψ
    have h3 : 3 * φ = k * π := by
      rw [hφ]
      ring
    -- the listed states reach the lower bound
    have e1 : energy a g r P φ + g ^ 2 * r ^ 6 / (2 * a) = 0 := by
      rw [energy_gap ha.ne', slavedPolarization, h3, Real.cos_int_mul_pi,
        Real.sin_int_mul_pi, hP]
      ring
    have e2 := energy_gap ha.ne' g r Q ψ
    have hnonneg : 0 ≤ a / 2 * ((Q - slavedPolarization a g r ψ) ^ 2
        + (g * r ^ 3 / a * Real.sin (3 * ψ)) ^ 2) := by positivity
    linarith
```

In words: for positive \(a\), \(g\) and \(r\), a pair \((P,\varphi)\) is a ground state if and only if there is one integer \(k\) with \(\varphi=k\pi/3\) and \(P=(-1)^k g r^3/a\). The same \(k\) appears in both equations, so the angle fixes the sign of the polarization. The "if" direction also shows that ground states exist, for instance the one with \(k=0\).

**Q:** Walk me through the proof. I'd like to know where the lower bound is used.

**A:** In the forward direction, `h0` compares the given ground state with the state \(\varphi=0\), \(P=m\). The line `e0` says that this reference state lies exactly at \(-g^2r^6/(2a)\). Together with the identity for the given pair, `e1`, this yields `hsum`: the sum of the two squares is at most zero. Each square is then zero, which gives `hX` for the polarization and `hY` for the sine term. Because \(m\neq0\) (`hm`), the sine itself vanishes, and `Real.sin_eq_zero_iff` supplies the integer \(k\). Finally `Real.cos_int_mul_pi` replaces \(\cos k\pi\) by \((-1)^k\) in `hX`.

In the reverse direction, the second `e1` shows that a listed state lies at the lower bound, while `e2` and `hnonneg` show that no competitor \((Q,\psi)\) lies below it.

**Q:** Are all three signs physical assumptions?

**A:** The sign of \(a\) is. For \(a<0\) the energy falls without limit as \(|P|\) grows, and there is no ground state. The sign of \(g\) is a convention: reversing the positive direction of \(P\) reverses it. And \(r\) is an amplitude, so taking it positive only says that the crystal is trimerized.

**Q:** What happens as the trimerization disappears?

**A:** The polarization in the ground states has magnitude \(g r^3/a\), so it vanishes as the cube of the amplitude. The energy difference between the best and worst angles, with the polarization relaxed at each, is \(g^2r^6/(2a)\) and vanishes even faster. At \(r=0\) the energy is just \(aP^2/2\). Then \(P=0\) is optimal at every angle, and the six preferred directions are gone. This is sensible, since a distortion of zero amplitude has no angle.

**Q:** You keep saying six, but your theorem lists one state for every integer. That is infinitely many.

**A:** It lists real angles, and those repeat after a full turn. The next theorem says when two entries describe the same direction.

```lean
/-- The angles `kπ/3` and `lπ/3` agree modulo a full turn exactly when `k` and `l` agree
modulo six. -/
theorem same_domain_iff (k l : ℤ) :
    ((k * π / 3 : ℝ) : Real.Angle) = ((l * π / 3 : ℝ) : Real.Angle) ↔ k ≡ l [ZMOD 6] := by
  rw [Real.Angle.angle_eq_iff_two_pi_dvd_sub, Int.modEq_iff_dvd]
  constructor
  · rintro ⟨n, hn⟩
    refine ⟨-n, ?_⟩
    have hr : (l : ℝ) - k = 6 * (-n) := by
      apply mul_right_cancel₀ Real.pi_ne_zero
      linear_combination (-3) * hn
    exact_mod_cast hr
  · rintro ⟨n, hn⟩
    refine ⟨-n, ?_⟩
    have hr : (l : ℝ) - k = 6 * n := by exact_mod_cast hn
    push_cast
    linear_combination (-π / 3) * hr
```

The type `Real.Angle` is the real line modulo \(2\pi\), and the equality on the left is equality there. The notation `k ≡ l [ZMOD 6]` means that \(k\) and \(l\) differ by a multiple of six. By hand, \(k\pi/3-l\pi/3=2\pi n\) is the same as \(k-l=6n\). The proof does this in both directions: it cancels \(\pi\) in the first and multiplies by it in the second. The minus signs in front of `n` appear because the congruence is expressed through \(l-k\), while the angle difference is taken as \(k-l\).

Combined with the list of ground states, this gives six distinct angles, represented by \(k=0,1,\dots,5\). The polarization is consistent with the identification, because adding six to \(k\) leaves \((-1)^k\) unchanged.

**Q:** Then the last point, alternation. When you say neighbours, do you mean regions that touch in the crystal?

**A:** I mean neighbours in angle: two ground states whose trimerization angles differ by \(\pi/3\). Which regions touch in a sample depends on the energy of the walls between them, and this model has no such energy. If two regions that touch do differ by \(\pi/3\), the theorem applies to the uniform states inside them.

```lean
/-- For positive stiffness, coupling and trimerization amplitude, two ground states whose
angles differ by `π/3` have opposite, nonzero polarizations. -/
theorem neighbouring_polarizations {a g r : ℝ} (ha : 0 < a) (hg : 0 < g) (hr : 0 < r)
    {P Q φ : ℝ} (hP : IsGroundState a g r P φ) (hQ : IsGroundState a g r Q (φ + π / 3)) :
    Q = -P ∧ P ≠ 0 := by
  obtain ⟨k, hk, hPk⟩ := (isGroundState_iff ha hg hr P φ).mp hP
  obtain ⟨l, hl, hQl⟩ := (isGroundState_iff ha hg hr Q (φ + π / 3)).mp hQ
  -- the domain index rises by one
  have hlk : (l : ℝ) = k + 1 := by
    apply mul_right_cancel₀ Real.pi_ne_zero
    linear_combination 3 * hk - 3 * hl
  have hlk' : l = k + 1 := by exact_mod_cast hlk
  have hneg : (-1 : ℝ) ≠ 0 := by norm_num
  constructor
  · rw [hQl, hPk, hlk', zpow_add_one₀ hneg]
    ring
  · rw [hPk]
    exact mul_ne_zero (zpow_ne_zero _ hneg) (by positivity)

end HexagonalManganite
```

The hypotheses are that \((P,\varphi)\) and \((Q,\varphi+\pi/3)\) are both ground states for the same positive \(a\), \(g\) and \(r\). The conclusion is \(Q=-P\) together with \(P\neq0\). The second half matters, because \(Q=-P\) alone would also hold for two unpolarized states.

The proof applies the list twice and obtains integers \(k\) and \(l\) with \(\varphi=k\pi/3\) and \(\varphi+\pi/3=l\pi/3\). Subtracting gives \(l=k+1\), first as an equation between real numbers (`hlk`) and then between integers (`hlk'`). One more factor of \(-1\) reverses the polarization, and \(P\) is nonzero because \(g r^3/a\) is positive.

```lean
#print axioms HexagonalManganite.slaved_energy_lt
-- 'HexagonalManganite.slaved_energy_lt' depends on axioms: [propext, Classical.choice, Quot.sound]
#print axioms HexagonalManganite.sixfold_anisotropy
-- 'HexagonalManganite.sixfold_anisotropy' depends on axioms: [propext, Classical.choice, Quot.sound]
#print axioms HexagonalManganite.same_domain_iff
-- 'HexagonalManganite.same_domain_iff' depends on axioms: [propext, Classical.choice, Quot.sound]
#print axioms HexagonalManganite.neighbouring_polarizations
-- 'HexagonalManganite.neighbouring_polarizations' depends on axioms: [propext, Classical.choice, Quot.sound]
```

**Q:** So if I go once around the circle of angles, what do I meet?

**A:** Starting at \(\varphi=0\) and moving in steps of \(\pi/3\), you meet the polarizations \(+m,-m,+m,-m,+m,-m\), and the next step brings you back to the first state. Three of the six directions carry each sign, so the sign of the polarization alone does not tell you which trimerization angle you have.

**Q:** Then my remaining objection is to the energy function, not to how you formalized its minimum.

**A:** That is where I would put it too. Whether a given compound is well described by these two terms at its actual amplitude is a matter for calculation or experiment.
